# Robust density fitting with a separate auxiliary function for each density can make a positive definite Gram matrix indefinite

## Two similar densities, one of them fitted exactly

Two charge densities $\rho_0$ and $\rho_1$ are almost equal. The Coulomb repulsion of the difference $\rho_1-\rho_0$ with itself is then small, but it is positive. Now replace each density by a fit from its own auxiliary basis, and let the fit of $\rho_0$ be exact while the fit $\varphi_1$ of $\rho_1$ leaves a residual. The robust formula for the repulsion integrals subtracts the repulsion of the residual with itself. If this is larger than the exact self-repulsion of $\rho_1-\rho_0$, the approximate self-repulsion of $\rho_1-\rho_0$ comes out negative.

Two vectors in the plane are enough to show this. Take $\rho_0=(1,0)$ and $\rho_1=(1,\tfrac14)$, with the ordinary dot product in the role of the Coulomb integral. Fit $\rho_0$ on the line of $(1,0)$, which is exact, and $\rho_1$ on the line of $(1,1)$, which gives $\varphi_1=\tfrac58(1,1)$. The difference has squared length $\tfrac1{16}$ and the residual $(\tfrac38,-\tfrac38)$ has squared length $\tfrac9{32}$. The robust value for the difference is
$$\tfrac1{16}-\tfrac9{32}=-\tfrac7{32}.$$

## The robust matrix

Write $\langle\cdot,\cdot\rangle$ for the inner product and $\varphi_i$ for the fit of $\rho_i$. The exact Gram matrix has the entries $G_{ij}=\langle\rho_i,\rho_j\rangle$. The robust approximation is
$$R_{ij}=\langle\varphi_i,\rho_j\rangle+\langle\rho_i,\varphi_j\rangle-\langle\varphi_i,\varphi_j\rangle=\langle\rho_i,\rho_j\rangle-\langle\rho_i-\varphi_i,\rho_j-\varphi_j\rangle .$$
Its error is of second order in the residuals, which is the reason for its name.

If all densities are projected orthogonally onto one common auxiliary space, every residual is orthogonal to every fit, and $R$ is the Gram matrix of the fits, so it has no negative eigenvalue. This comparison is argued by hand and has no theorem in the Lean code below. In local fitting schemes the auxiliary functions depend on the density that is fitted. If two densities have different auxiliary functions, the residual of one need not be orthogonal to the fit of the other. The example shows, for two densities with one auxiliary function each, that the approximate repulsion matrix can then acquire a negative eigenvalue.

## The criterion when one fit is exact

Let $\varphi_0=\rho_0\neq0$, and let $\varphi_1$ be any vector at all. Define
$$c=\frac{\langle\rho_0,\rho_1\rangle}{\langle\rho_0,\rho_0\rangle},\qquad d=\lVert\rho_1-c\rho_0\rVert,\qquad e=\lVert\rho_1-\varphi_1\rVert .$$
Here $d$ is the distance of $\rho_1$ from the line of $\rho_0$, and $e$ is the fitting error.

The residual of $\rho_0$ vanishes, so only the last diagonal entry of $R$ differs from that of $G$. For real coefficients $x_0,x_1$,
$$x^{T}Rx=x_0^2\lVert\rho_0\rVert^2+2x_0x_1\langle\rho_0,\rho_1\rangle+x_1^2\left(\lVert\rho_1\rVert^2-e^2\right).$$
The vector $\rho_1-c\rho_0$ is orthogonal to $\rho_0$. Hence $\langle\rho_0,\rho_1\rangle=c\lVert\rho_0\rVert^2$ and $\lVert\rho_1\rVert^2=c^2\lVert\rho_0\rVert^2+d^2$. Inserting both and completing the square gives
$$x^{T}Rx=(x_0+c\,x_1)^2\lVert\rho_0\rVert^2+x_1^2\,(d^2-e^2).$$

If $e\le d$, both terms are non-negative. If $e>d$, the choice $x=(-c,1)$ removes the square and leaves $d^2-e^2<0$. So the robust form is non-negative for all $x$ exactly when $e\le d$.

## The plane family and its negative eigenvalue

Now let $\rho_0=(1,0)$ and $\rho_1=(1,t)$ with real $t$, fitted on the lines of $(1,0)$ and $(1,1)$. The exact form is
$$x^{T}Gx=(x_0+x_1)^2+t^2x_1^2,$$
which is positive for every $x\neq0$ when $t\neq0$. The second fit and its residual are
$$\varphi_1=\tfrac{1+t}{2}(1,1),\qquad \rho_1-\varphi_1=\left(\tfrac{1-t}{2},\tfrac{t-1}{2}\right),$$
so $e^2=(1-t)^2/2$. Since $c=1$, the distance is given by $d^2=t^2$, and the criterion becomes $(1-t)^2\le2t^2$. The last entry of the robust matrix is $1+t^2-(1-t)^2/2=(1+t)^2/2$, hence
$$R=\begin{pmatrix}1&1\\1&(1+t)^2/2\end{pmatrix}.$$

At $t=\tfrac14$ the criterion would require $\tfrac9{16}\le\tfrac18$, which is false. The last entry is $\tfrac{25}{32}$, the trace is $\tfrac{57}{32}$ and the determinant is $-\tfrac7{32}$. An eigenvalue $\mu$ therefore satisfies
$$\mu^2-\tfrac{57}{32}\mu-\tfrac7{32}=0,\qquad \mu=\frac{57\pm\sqrt{4145}}{64}.$$
Because $57^2=3249<4145$, the lower root is negative, $\mu\approx-0.115$. The first row of $R$ shows that $(1,\mu-1)$ is an eigenvector, since $1+(\mu-1)=\mu$. The second row requires $1+\tfrac{25}{32}(\mu-1)=\mu(\mu-1)$, which is the characteristic equation again. Normalised, the eigenvector is approximately $(0.668,-0.745)$. Its entries are the coefficients of $\rho_0$ and $\rho_1$, and they are close to $(0.707,-0.707)$, the normalised coefficients of the difference $\rho_0-\rho_1$.

## Densities, fits and eigenvalues as Lean objects

The general results hold in any real inner-product space `E`, of finite or infinite dimension. A density is a vector of `E`, and `⟪a, r⟫_ℝ` stands for the Coulomb integral of two densities. The functions `ρ` and `φ` assign a density and a fit to each index. For two densities the index type is `Fin 2`, with the values 0 and 1.

`lineCoeff a r` is the projection coefficient of `r` on the line of `a`, and `lineFit a r` is that multiple of `a`. Lean evaluates a quotient with denominator zero as zero, so the general theorems also hold for $\rho_0=0$, where $d$ becomes $\lVert\rho_1\rVert$. `gramMatrix` and `robustMatrix` are $G$ and $R$. `robustMatrix` accepts arbitrary fits, and the hypothesis `φ 0 = ρ 0` says that the first density is fitted without error.

The plane is `EuclideanSpace ℝ (Fin 2)`. There `density t` contains $(1,0)$ and $(1,t)$, `auxiliary` contains $(1,0)$ and $(1,1)$, and `planeFit t` projects each density onto its own line.

The final theorem, `gram_posDef_robust_neg_eigenvalue`, has three parts, all at $t=\tfrac14$:

- The quadratic form of the exact Gram matrix is positive for every non-zero real vector. This is positive definiteness written out, without Mathlib's predicate `Matrix.PosDef`.
- The number `negEigenvalue`, which is $(57-\sqrt{4145})/64$, is negative.
- The robust matrix maps the vector `![1, negEigenvalue - 1]` to `negEigenvalue` times itself. The vector is unnormalised, and its first component 1 shows that it is not zero.

The step to a molecule is not taken here. It would consist in exhibiting Gaussian densities and local auxiliary functions whose Coulomb integrals have this geometry. The theorem supplies the numbers in the plane, and says nothing about how often such a case arises in a calculation.

## The complete Lean source

```lean
import Mathlib

open Matrix
open scoped InnerProductSpace

namespace RobustFitIndefinite

noncomputable section

variable {E : Type*} [NormedAddCommGroup E] [InnerProductSpace ℝ E]

/-- The coefficient of the orthogonal projection of `r` onto the line of `a`, for `a ≠ 0`. -/
def lineCoeff (a r : E) : ℝ := ⟪a, r⟫_ℝ / ⟪a, a⟫_ℝ

/-- The fit of the density `r` by a multiple of one auxiliary function `a ≠ 0`. -/
def lineFit (a r : E) : E := lineCoeff a r • a

/-- The exact Gram matrix of a family of densities. -/
def gramMatrix {ι : Type*} (ρ : ι → E) : Matrix ι ι ℝ :=
  Matrix.of fun i j => ⟪ρ i, ρ j⟫_ℝ

/-- The robust matrix of densities `ρ` with fits `φ`: the exact Gram matrix minus the
Gram matrix of the fitting residuals. -/
def robustMatrix {ι : Type*} (ρ φ : ι → E) : Matrix ι ι ℝ :=
  Matrix.of fun i j => ⟪ρ i, ρ j⟫_ℝ - ⟪ρ i - φ i, ρ j - φ j⟫_ℝ

/-- The residual of a line fit is orthogonal to the auxiliary function. -/
theorem lineFit_residual_orthogonal (a r : E) : ⟪a, r - lineFit a r⟫_ℝ = 0 := by
  by_cases ha : a = 0
  · subst ha
    simp
  · have h : ⟪a, a⟫_ℝ ≠ 0 := inner_self_ne_zero.mpr ha
    rw [lineFit, inner_sub_right, real_inner_smul_right, lineCoeff,
      div_mul_cancel₀ _ h, sub_self]

/-- If the first of two densities is fitted exactly, the robust quadratic form is a square
plus a term that compares the distance of the second density from the line of the first
with its fitting error. -/
theorem robust_form_of_exact_fit (ρ φ : Fin 2 → E) (h : φ 0 = ρ 0) (x : Fin 2 → ℝ) :
    x ⬝ᵥ (robustMatrix ρ φ *ᵥ x) =
      (x 0 + lineCoeff (ρ 0) (ρ 1) * x 1) ^ 2 * ‖ρ 0‖ ^ 2
        + x 1 ^ 2 * (‖ρ 1 - lineFit (ρ 0) (ρ 1)‖ ^ 2 - ‖ρ 1 - φ 1‖ ^ 2) := by
  have ho := lineFit_residual_orthogonal (ρ 0) (ρ 1)
  simp only [lineFit, inner_sub_right, real_inner_smul_right] at ho
  -- squared distance of the second density from the line of the first
  have hd : ‖ρ 1 - lineFit (ρ 0) (ρ 1)‖ ^ 2 =
      ⟪ρ 1, ρ 1⟫_ℝ - 2 * lineCoeff (ρ 0) (ρ 1) * ⟪ρ 0, ρ 1⟫_ℝ
        + lineCoeff (ρ 0) (ρ 1) ^ 2 * ⟪ρ 0, ρ 0⟫_ℝ := by
    rw [← real_inner_self_eq_norm_sq, lineFit]
    simp only [inner_sub_left, inner_sub_right, real_inner_smul_left, real_inner_smul_right]
    rw [real_inner_comm (ρ 0) (ρ 1)]
    ring
  rw [hd, ← real_inner_self_eq_norm_sq (ρ 0), ← real_inner_self_eq_norm_sq (ρ 1 - φ 1)]
  simp only [dotProduct, Matrix.mulVec, Fin.sum_univ_two, robustMatrix, Matrix.of_apply, h,
    sub_self, inner_zero_left, inner_zero_right]
  rw [real_inner_comm (ρ 0) (ρ 1)]
  linear_combination
    (2 * x 0 * x 1 + 2 * lineCoeff (ρ 0) (ρ 1) * x 1 ^ 2) * ho

/-- If the first of two densities is fitted exactly, the robust quadratic form is
non-negative exactly when the fitting error of the second density is at most its distance
from the line of the first. -/
theorem robust_nonneg_iff (ρ φ : Fin 2 → E) (h : φ 0 = ρ 0) :
    (∀ x : Fin 2 → ℝ, 0 ≤ x ⬝ᵥ (robustMatrix ρ φ *ᵥ x)) ↔
      ‖ρ 1 - φ 1‖ ≤ ‖ρ 1 - lineFit (ρ 0) (ρ 1)‖ := by
  rw [← sq_le_sq₀ (norm_nonneg _) (norm_nonneg _)]
  constructor
  · intro H
    -- the test vector that makes the square vanish
    have hx := H ![-lineCoeff (ρ 0) (ρ 1), 1]
    rw [robust_form_of_exact_fit ρ φ h] at hx
    simp only [Matrix.cons_val_zero, Matrix.cons_val_one, mul_one, neg_add_cancel] at hx
    nlinarith
  · intro H x
    rw [robust_form_of_exact_fit ρ φ h]
    have := sub_nonneg.mpr H
    positivity

/-- The two densities `(1, 0)` and `(1, t)` in the Euclidean plane. -/
def density (t : ℝ) : Fin 2 → EuclideanSpace ℝ (Fin 2) := ![!₂[1, 0], !₂[1, t]]

/-- The auxiliary functions `(1, 0)` and `(1, 1)`, one for each density. -/
def auxiliary : Fin 2 → EuclideanSpace ℝ (Fin 2) := ![!₂[1, 0], !₂[1, 1]]

/-- Each density of the plane is fitted on the line of its own auxiliary function. -/
def planeFit (t : ℝ) (i : Fin 2) : EuclideanSpace ℝ (Fin 2) :=
  lineFit (auxiliary i) (density t i)

/-- The inner product of the Euclidean plane in coordinates. -/
theorem inner_plane (a b c d : ℝ) : ⟪!₂[a, b], !₂[c, d]⟫_ℝ = a * c + b * d := by
  simp [PiLp.inner_apply, Fin.sum_univ_two]
  ring

/-- The first density is fitted exactly, and the second leaves the residual
`((1 - t)/2, (t - 1)/2)`. -/
theorem plane_residuals (t : ℝ) :
    planeFit t 0 = density t 0 ∧
      density t 1 - planeFit t 1 = !₂[(1 - t) / 2, (t - 1) / 2] := by
  constructor
  · change lineFit !₂[(1 : ℝ), 0] !₂[(1 : ℝ), 0] = !₂[(1 : ℝ), 0]
    simp only [lineFit, lineCoeff, inner_plane]
    norm_num
  · change !₂[(1 : ℝ), t] - lineFit !₂[(1 : ℝ), 1] !₂[(1 : ℝ), t] = _
    simp only [lineFit, lineCoeff, inner_plane]
    ext i
    fin_cases i <;> simp <;> ring

/-- For `t ≠ 0` the exact Gram matrix of `(1, 0)` and `(1, t)` is positive definite. -/
theorem plane_gram_pos {t : ℝ} (ht : t ≠ 0) (x : Fin 2 → ℝ) (hx : x ≠ 0) :
    0 < x ⬝ᵥ (gramMatrix (density t) *ᵥ x) := by
  have d0 : density t 0 = !₂[1, 0] := rfl
  have d1 : density t 1 = !₂[1, t] := rfl
  have key : x ⬝ᵥ (gramMatrix (density t) *ᵥ x) = (x 0 + x 1) ^ 2 + (t * x 1) ^ 2 := by
    simp only [dotProduct, Matrix.mulVec, Fin.sum_univ_two, gramMatrix, Matrix.of_apply,
      d0, d1, inner_plane]
    ring
  rw [key]
  by_cases h1 : x 1 = 0
  · have h0 : x 0 ≠ 0 := fun h0 => hx (by
      ext i
      fin_cases i
      · exact h0
      · exact h1)
    have hp : 0 < x 0 ^ 2 := by positivity
    rw [h1]
    nlinarith
  · have hp : 0 < (t * x 1) ^ 2 := by positivity
    linarith [sq_nonneg (x 0 + x 1)]

/-- The robust matrix of the two fitted densities in closed form. -/
theorem plane_robust (t : ℝ) :
    robustMatrix (density t) (planeFit t) = !![1, 1; 1, (1 + t) ^ 2 / 2] := by
  obtain ⟨hf, h1⟩ := plane_residuals t
  have h0 : density t 0 - planeFit t 0 = 0 := by rw [hf, sub_self]
  have d0 : density t 0 = !₂[1, 0] := rfl
  have d1 : density t 1 = !₂[1, t] := rfl
  have e00 : robustMatrix (density t) (planeFit t) 0 0 = 1 := by
    simp only [robustMatrix, Matrix.of_apply, h0, inner_zero_left]
    rw [d0, inner_plane]
    ring
  have e01 : robustMatrix (density t) (planeFit t) 0 1 = 1 := by
    simp only [robustMatrix, Matrix.of_apply, h0, inner_zero_left]
    rw [d0, d1, inner_plane]
    ring
  have e10 : robustMatrix (density t) (planeFit t) 1 0 = 1 := by
    simp only [robustMatrix, Matrix.of_apply, h0, inner_zero_right]
    rw [d0, d1, inner_plane]
    ring
  have e11 : robustMatrix (density t) (planeFit t) 1 1 = (1 + t) ^ 2 / 2 := by
    simp only [robustMatrix, Matrix.of_apply, h1]
    rw [d1, inner_plane, inner_plane]
    ring
  rw [Matrix.eta_fin_two (robustMatrix (density t) (planeFit t)), e00, e01, e10, e11]

/-- The robust quadratic form of the plane family is non-negative exactly when
`(1 - t)² ≤ 2 t²`. -/
theorem plane_robust_nonneg_iff (t : ℝ) :
    (∀ x : Fin 2 → ℝ, 0 ≤ x ⬝ᵥ (robustMatrix (density t) (planeFit t) *ᵥ x)) ↔
      (1 - t) ^ 2 ≤ 2 * t ^ 2 := by
  obtain ⟨hf, h1⟩ := plane_residuals t
  have h2 : density t 1 - lineFit (density t 0) (density t 1) = !₂[0, t] := by
    change !₂[(1 : ℝ), t] - lineFit !₂[(1 : ℝ), 0] !₂[(1 : ℝ), t] = _
    simp only [lineFit, lineCoeff, inner_plane]
    ext i
    fin_cases i <;> simp
  rw [robust_nonneg_iff _ _ hf, h1, h2, ← sq_le_sq₀ (norm_nonneg _) (norm_nonneg _),
    ← real_inner_self_eq_norm_sq, ← real_inner_self_eq_norm_sq, inner_plane, inner_plane]
  constructor <;> intro h <;> nlinarith

/-- The number `(57 - √4145)/64`. -/
def negEigenvalue : ℝ := (57 - Real.sqrt 4145) / 64

/-- For the densities `(1, 0)` and `(1, 1/4)`, fitted on the lines of `(1, 0)` and `(1, 1)`,
the exact Gram matrix is positive definite, but the robust matrix has the negative
eigenvalue `(57 - √4145)/64`. -/
theorem gram_posDef_robust_neg_eigenvalue :
    (∀ x : Fin 2 → ℝ, x ≠ 0 → 0 < x ⬝ᵥ (gramMatrix (density (1 / 4)) *ᵥ x)) ∧
      negEigenvalue < 0 ∧
      robustMatrix (density (1 / 4)) (planeFit (1 / 4)) *ᵥ ![1, negEigenvalue - 1] =
        negEigenvalue • ![1, negEigenvalue - 1] := by
  refine ⟨fun x hx => plane_gram_pos (by norm_num) x hx, ?_, ?_⟩
  · have h : (57 : ℝ) < Real.sqrt 4145 := Real.lt_sqrt_of_sq_lt (by norm_num)
    unfold negEigenvalue
    linarith
  · have hs : Real.sqrt 4145 ^ 2 = 4145 := Real.sq_sqrt (by norm_num)
    -- the characteristic equation of the robust matrix
    have hμ : negEigenvalue ^ 2 - 57 / 32 * negEigenvalue - 7 / 32 = 0 := by
      unfold negEigenvalue
      linear_combination hs / 4096
    rw [plane_robust]
    ext i
    fin_cases i
    · simp [Matrix.mulVec, dotProduct, Fin.sum_univ_two]
    · simp [Matrix.mulVec, dotProduct, Fin.sum_univ_two]
      linear_combination -hμ

end

end RobustFitIndefinite
```

```lean
#print axioms RobustFitIndefinite.plane_robust_nonneg_iff
#print axioms RobustFitIndefinite.gram_posDef_robust_neg_eigenvalue
```

```
'RobustFitIndefinite.plane_robust_nonneg_iff' depends on axioms: [propext, Classical.choice, Quot.sound]
'RobustFitIndefinite.gram_posDef_robust_neg_eigenvalue' depends on axioms: [propext, Classical.choice, Quot.sound]
```

## From the orthogonal residual to the eigenvector

`lineFit_residual_orthogonal` is the statement $\langle a,r-\varphi\rangle=0$ for the projection $\varphi$ of $r$ onto the line of $a$. For $a\neq0$ the denominator of the coefficient cancels against $\langle a,a\rangle$.

`robust_form_of_exact_fit` completes the square. The step `hd` expands $d^2$ into inner products, and `simp only` writes out the two-by-two quadratic form with the first residual set to zero. What remains is an identity that holds because of the orthogonality relation `ho`, which reads $\langle\rho_0,\rho_1\rangle-c\langle\rho_0,\rho_0\rangle=0$. The tactic `linear_combination` multiplies this relation by $2x_0x_1+2c\,x_1^2$ and checks that the two sides then agree.

`robust_nonneg_iff` first replaces the comparison of norms by a comparison of their squares. In one direction it inserts the test vector $(-c,1)$, as in the derivation. In the other, `positivity` recognises a sum of non-negative terms once $d^2-e^2\ge0$ is known.

For the plane, `inner_plane` gives the dot product in coordinates, and `plane_residuals` computes the exact first fit and the residual of the second. `plane_gram_pos` proves the sum-of-squares formula for $x^{T}Gx$ and then distinguishes two cases. If $x_1=0$, then $x_0\neq0$ and the first square is positive; if $x_1\neq0$, the second square is positive because $t\neq0$. `plane_robust` finds the four entries of $R$ one at a time. `plane_robust_nonneg_iff` applies the general criterion with $d^2=t^2$ and $e^2=(1-t)^2/2$.

The final theorem uses `plane_gram_pos` and `plane_robust` directly, and does not pass through the general criterion. The sign of the eigenvalue follows from $57<\sqrt{4145}$, which Lean obtains by comparing squares. The step `hμ` is the characteristic equation, derived from $(\sqrt{4145})^2=4145$. The eigenvector equation is then checked row by row: the first row is immediate, and the second is `hμ` with its sign reversed.
